# Born–Oppenheimer and Adiabatic Energies Bracket the Exact Zero-Point Energy of a Stable Pair of Bilinearly Coupled Oscillators

Suppose a program computes a zero-point energy twice, once with all modes coupled and once in the Born–Oppenheimer approximation, and the two numbers differ by 0.0023. The difference alone does not say whether it is the error of the approximation or a wrong factor in the coupling. A test that demands agreement to a tight tolerance would reject correct code, and a loose one would let the wrong factor through. For two coupled oscillators the difference has a known sign, a known size and a known dependence on the mass ratio.

## Two bounds and two rates

A light oscillator with coordinate x, unit mass and unit force constant is coupled to a heavy one with coordinate X and mass 1/ε, in units with ħ = 1. The potential is

V(x, X) = x²/2 + c x X + b X²/2,

where c is the coupling and b the heavy force constant. Assume b > c², so that V has a strict minimum and both modes are bound. Let E be the exact zero-point energy, EBO the Born–Oppenheimer energy, and Ead the adiabatic energy, which here means EBO plus the diagonal correction εc²/4 that comes from the change of the light ground state with X:

EBO = (1 + √(ε(b − c²)))/2,

Ead = EBO + εc²/4.

Then for every ε > 0

EBO ≤ E ≤ Ead,

and as ε → 0 from above

(E − EBO)/ε → c²/4,

(Ead − E)/ε^(3/2) → c²√(b − c²)/4.

## A scaling check for coupled-mode codes

Electronic-structure programs can add a diagonal correction to Born–Oppenheimer energies; in this harmonic two-mode model, the correction removes the error of order ε and leaves one of order ε^(3/2). A code that treats both particles on the same footing can be run on the model and compared with both energies.

Take b = 2, c = 1, ε = 0.01. Then √(ε(b − c²)) = 0.1, so EBO = 0.55 and Ead = 0.5525. The mass-weighted Hessian is [[1, 0.1], [0.1, 0.02]], with eigenvalues 1.010100 and 0.009900. Their square roots are 1.005037 and 0.099499, which gives E = 0.552268. The scaled errors are

(E − EBO)/ε = 0.227,

(Ead − E)/ε^(3/2) = 0.232,

and both limits are 0.25.

For c ≠ 0 and small ε, halving ε should divide Ead − E by about 2.83. If the code adds εc²/2 by mistake, the factor is about 2.

## From the Hessian to 4E² = 4EBO² + c²ε

**The approximate energies.** Completing the square gives

V = (x + cX)²/2 + (b − c²)X²/2.

At clamped X the light particle is a unit oscillator centred at −cX, with energy 1/2 + (b − c²)X²/2. The heavy particle moves on this curve with frequency

s = √(ε(b − c²)),

so EBO = (1 + s)/2. The normalised light ground state is φ = π^(−1/4) exp(−(x + cX)²/2), with ∂φ/∂X = −c(x + cX)φ. Since the mean of (x + cX)² in φ is 1/2, the diagonal correction is

(ε/2) ∫ (∂φ/∂X)² dx = (ε/2) · c²/2 = εc²/4.

It does not depend on X, so it shifts the energy by a constant and gives Ead.

**The exact energy.** With X = √ε Y both masses become 1, and the Hessian is [[1, c√ε], [c√ε, bε]]. Its eigenvalues p and q satisfy

p + q = 1 + bε,

pq = bε − c²ε = s².

Both sum and product are positive, hence so are p and q. The normal-mode frequencies are √p and √q, so 2E = √p + √q and

4E² = p + q + 2√(pq) = 1 + bε + 2s = (1 + s)² + c²ε = 4EBO² + c²ε.

**The bounds.** The lower bound follows because c²ε ≥ 0. For the upper one,

4Ead² = (1 + s + c²ε/2)² = (1 + s)² + (1 + s)c²ε + c⁴ε²/4 ≥ 4E².

**The limits.** Factoring 4E² − 4EBO² gives

E − EBO = Kε, with K = c²/(4(E + EBO)).

As ε → 0, both energies tend to 1/2, so K → c²/4, which is the first limit. For the second, write εc²/4 = Kε(E + EBO). Then

Ead − E = εc²/4 − Kε = Kε(E + EBO − 1).

Since 2EBO − 1 = √ε √(b − c²), the last bracket is

E + EBO − 1 = (E − EBO) + √ε √(b − c²).

With D = (E − EBO)/ε, division by ε^(3/2) leaves

(Ead − E)/ε^(3/2) = K(D√ε + √(b − c²)) → (c²/4)√(b − c²).

## The coupled oscillators in Lean

```lean
import Mathlib

open Filter Topology

namespace BornOppenheimerOscillators

noncomputable section

/-- Potential energy of a light coordinate `x` coupled bilinearly to a heavy coordinate `X`. -/
def potential (b c x X : ℝ) : ℝ := x ^ 2 / 2 + c * x * X + b * X ^ 2 / 2

/-- Minimising the potential over the light coordinate at clamped `X` gives
`(b - c ^ 2) * X ^ 2 / 2`. -/
theorem relaxed_potential (b c X : ℝ) :
    IsLeast (Set.range fun x => potential b c x X) ((b - c ^ 2) * X ^ 2 / 2) := by
  constructor
  · exact ⟨-c * X, by simp only [potential]; ring⟩
  · rintro _ ⟨x, rfl⟩
    simp only [potential]
    nlinarith [sq_nonneg (x + c * X)]

/-- Hessian of the potential in mass-weighted coordinates, for light mass `1` and
heavy mass `1/ε`. -/
def massWeightedHessian (b c ε : ℝ) : Matrix (Fin 2) (Fin 2) ℝ :=
  !![1, c * √ε; c * √ε, b * ε]

/-- The mass-weighted Hessian is symmetric. -/
theorem massWeightedHessian_isHermitian (b c ε : ℝ) :
    (massWeightedHessian b c ε).IsHermitian := by
  refine Matrix.IsHermitian.ext fun i j => ?_
  fin_cases i <;> fin_cases j <;> simp [massWeightedHessian]

/-- Exact zero-point energy: half the sum of the normal-mode frequencies, which are the square
roots of the eigenvalues of the mass-weighted Hessian. -/
def exactEnergy (b c ε : ℝ) : ℝ :=
  (∑ i, √((massWeightedHessian_isHermitian b c ε).eigenvalues i)) / 2

/-- Born-Oppenheimer energy: zero-point energy of the light oscillator plus that of the heavy one
on the potential `(b - c ^ 2) * X ^ 2 / 2`. -/
def boEnergy (b c ε : ℝ) : ℝ := (1 + √(ε * (b - c ^ 2))) / 2

/-- Adiabatic energy: the Born-Oppenheimer energy plus the diagonal correction
`ε * c ^ 2 / 4`. -/
def adiabaticEnergy (b c ε : ℝ) : ℝ := boEnergy b c ε + ε * c ^ 2 / 4

/-- For two coupled modes with positive trace and determinant of the Hessian, the frequencies
add up to `√(tr + 2 √det)`. -/
theorem sum_frequencies {A : Matrix (Fin 2) (Fin 2) ℝ} (h : A.IsHermitian)
    (ht : 0 < A.trace) (hd : 0 < A.det) :
    ∑ i, √(h.eigenvalues i) = √(A.trace + 2 * √A.det) := by
  have key : ∀ p q : ℝ, 0 < p + q → 0 < p * q → √p + √q = √(p + q + 2 * √(p * q)) := by
    intro p q hs hm
    have hp : 0 < p := by
      by_contra hn
      have hn' : p ≤ 0 := not_lt.1 hn
      have hq : 0 ≤ q := by linarith
      nlinarith [mul_nonneg (neg_nonneg.2 hn') hq]
    have hq : 0 < q := (mul_pos_iff_of_pos_left hp).1 hm
    have e : p + q + 2 * (√p * √q) = (√p + √q) ^ 2 := by
      linear_combination -(Real.sq_sqrt hp.le) - Real.sq_sqrt hq.le
    rw [Real.sqrt_mul hp.le, e, Real.sqrt_sq (by positivity)]
  have h1 : A.trace = h.eigenvalues 0 + h.eigenvalues 1 := by
    have h' := h.trace_eq_sum_eigenvalues
    rw [Fin.sum_univ_two] at h'
    exact h'
  have h2 : A.det = h.eigenvalues 0 * h.eigenvalues 1 := by
    have h' := h.det_eq_prod_eigenvalues
    rw [Fin.prod_univ_two] at h'
    exact h'
  rw [Fin.sum_univ_two, h1, h2]
  exact key _ _ (by linarith) (by linarith)

/-- Closed form of the exact zero-point energy. -/
theorem exactEnergy_eq {b c ε : ℝ} (hb : c ^ 2 < b) (hε : 0 < ε) :
    exactEnergy b c ε = √((1 + √(ε * (b - c ^ 2))) ^ 2 + c ^ 2 * ε) / 2 := by
  have hb0 : 0 < b := lt_of_le_of_lt (sq_nonneg c) hb
  have hk : 0 < ε * (b - c ^ 2) := mul_pos hε (sub_pos.2 hb)
  have ht : (massWeightedHessian b c ε).trace = 1 + b * ε := by
    simp [massWeightedHessian, Matrix.trace_fin_two]
  have hd : (massWeightedHessian b c ε).det = ε * (b - c ^ 2) := by
    rw [massWeightedHessian, Matrix.det_fin_two_of]
    linear_combination (-c ^ 2) * Real.sq_sqrt hε.le
  have e : 1 + b * ε + 2 * √(ε * (b - c ^ 2))
      = (1 + √(ε * (b - c ^ 2))) ^ 2 + c ^ 2 * ε := by
    linear_combination -(Real.sq_sqrt hk.le)
  unfold exactEnergy
  rw [sum_frequencies _ (by rw [ht]; positivity) (by rw [hd]; exact hk), ht, hd, e]

/-- Exact identity for the error of the Born-Oppenheimer energy. -/
theorem exact_sub_bo {b c ε : ℝ} (hb : c ^ 2 < b) (hε : 0 < ε) :
    exactEnergy b c ε - boEnergy b c ε
      = c ^ 2 / (4 * (exactEnergy b c ε + boEnergy b c ε)) * ε := by
  have hB : 0 < boEnergy b c ε := by unfold boEnergy; positivity
  have hE : 0 ≤ exactEnergy b c ε := by rw [exactEnergy_eq hb hε]; positivity
  have hsq : 4 * exactEnergy b c ε ^ 2 = 4 * boEnergy b c ε ^ 2 + c ^ 2 * ε := by
    rw [exactEnergy_eq hb hε, boEnergy]
    have h := Real.sq_sqrt
      (show 0 ≤ (1 + √(ε * (b - c ^ 2))) ^ 2 + c ^ 2 * ε by positivity)
    linear_combination h
  have hS : 0 < 4 * (exactEnergy b c ε + boEnergy b c ε) := by linarith
  rw [div_mul_eq_mul_div, eq_div_iff hS.ne']
  linear_combination hsq

/-- The exact zero-point energy lies between the Born-Oppenheimer and the adiabatic energy. -/
theorem bo_le_exact_le_adiabatic {b c ε : ℝ} (hb : c ^ 2 < b) (hε : 0 < ε) :
    boEnergy b c ε ≤ exactEnergy b c ε ∧ exactEnergy b c ε ≤ adiabaticEnergy b c ε := by
  rw [adiabaticEnergy, exactEnergy_eq hb hε, boEnergy]
  have hs := Real.sqrt_nonneg (ε * (b - c ^ 2))
  have hc : 0 ≤ c ^ 2 * ε := by positivity
  generalize √(ε * (b - c ^ 2)) = s at hs ⊢
  constructor
  · have h : 1 + s ≤ √((1 + s) ^ 2 + c ^ 2 * ε) :=
      (Real.le_sqrt' (by linarith)).2 (by linarith)
    linarith
  · have h : √((1 + s) ^ 2 + c ^ 2 * ε) ≤ 1 + s + c ^ 2 * ε / 2 :=
      Real.sqrt_le_iff.2 ⟨by linarith, by nlinarith [mul_nonneg hs hc, sq_nonneg (c ^ 2 * ε)]⟩
    linarith

/-- As the mass ratio `ε` tends to zero from above, the Born-Oppenheimer error divided by `ε`
tends to `c ^ 2 / 4`, and the adiabatic error divided by `ε ^ (3/2)` tends to
`c ^ 2 * √(b - c ^ 2) / 4`. -/
theorem error_asymptotics {b c : ℝ} (hb : c ^ 2 < b) :
    Tendsto (fun ε => (exactEnergy b c ε - boEnergy b c ε) / ε) (𝓝[>] 0) (𝓝 (c ^ 2 / 4)) ∧
    Tendsto (fun ε => (adiabaticEnergy b c ε - exactEnergy b c ε) / ε ^ (3 / 2 : ℝ))
      (𝓝[>] 0) (𝓝 (c ^ 2 * √(b - c ^ 2) / 4)) := by
  -- the sum of the exact and the Born-Oppenheimer energy tends to `1`
  have hS : Tendsto (fun ε => exactEnergy b c ε + boEnergy b c ε) (𝓝[>] 0) (𝓝 1) := by
    have hc : Continuous fun ε : ℝ => √((1 + √(ε * (b - c ^ 2))) ^ 2 + c ^ 2 * ε) / 2
        + (1 + √(ε * (b - c ^ 2))) / 2 := by fun_prop
    have h0 := hc.tendsto' 0 1 (by norm_num)
    refine (h0.mono_left nhdsWithin_le_nhds).congr' ?_
    filter_upwards [self_mem_nhdsWithin] with ε hε
    rw [exactEnergy_eq hb hε, boEnergy]
  have hK : Tendsto (fun ε => c ^ 2 / (4 * (exactEnergy b c ε + boEnergy b c ε)))
      (𝓝[>] 0) (𝓝 (c ^ 2 / 4)) := by
    have h := (tendsto_const_nhds (x := c ^ 2)).div (hS.const_mul 4) (by norm_num)
    rw [mul_one] at h
    exact h
  have h1 : Tendsto (fun ε => (exactEnergy b c ε - boEnergy b c ε) / ε)
      (𝓝[>] 0) (𝓝 (c ^ 2 / 4)) := by
    refine hK.congr' ?_
    filter_upwards [self_mem_nhdsWithin] with ε hε
    have hε' : 0 < ε := hε
    rw [eq_div_iff hε'.ne']
    exact (exact_sub_bo hb hε').symm
  refine ⟨h1, ?_⟩
  have hr : Tendsto (fun ε : ℝ => √ε) (𝓝[>] 0) (𝓝 0) :=
    (Real.continuous_sqrt.tendsto' 0 0 Real.sqrt_zero).mono_left nhdsWithin_le_nhds
  have h2 := hK.mul ((h1.mul hr).add_const (√(b - c ^ 2)))
  have hv : c ^ 2 / 4 * (c ^ 2 / 4 * 0 + √(b - c ^ 2)) = c ^ 2 * √(b - c ^ 2) / 4 := by ring
  rw [hv] at h2
  refine h2.congr' ?_
  filter_upwards [self_mem_nhdsWithin] with ε hε
  have hε' : 0 < ε := hε
  have hp : ε ^ (3 / 2 : ℝ) = ε * √ε := by
    rw [show (3 / 2 : ℝ) = 1 + 1 / 2 by norm_num, Real.rpow_add hε', Real.rpow_one,
      ← Real.sqrt_eq_rpow]
  have hrpos : 0 < √ε := Real.sqrt_pos.2 hε'
  have hB : 2 * boEnergy b c ε = 1 + √ε * √(b - c ^ 2) := by
    rw [boEnergy, Real.sqrt_mul hε'.le]; ring
  have hA : adiabaticEnergy b c ε = boEnergy b c ε + ε * c ^ 2 / 4 := rfl
  have hSpos : 0 < 4 * (exactEnergy b c ε + boEnergy b c ε) := by
    have hle := (bo_le_exact_le_adiabatic hb hε').1
    have hq : 0 ≤ √ε * √(b - c ^ 2) := by positivity
    linarith
  have eg := exact_sub_bo hb hε'
  have eK := div_mul_cancel₀ (c ^ 2) hSpos.ne'
  have eD := div_mul_cancel₀ (exactEnergy b c ε - boEnergy b c ε) hε'.ne'
  have er := Real.sq_sqrt hε'.le
  rw [hp, eq_div_iff (mul_pos hε' hrpos).ne']
  -- name the two quotients, so that only polynomial algebra remains
  generalize c ^ 2 / (4 * (exactEnergy b c ε + boEnergy b c ε)) = K at eg eK ⊢
  generalize (exactEnergy b c ε - boEnergy b c ε) / ε = D at eD ⊢
  linear_combination K * D * ε * er + K * ε * eD - K * ε * hB + ε / 4 * eK - hA + eg

end

end BornOppenheimerOscillators
```

```lean
#print axioms BornOppenheimerOscillators.relaxed_potential
-- 'BornOppenheimerOscillators.relaxed_potential' depends on axioms: [propext, Classical.choice, Quot.sound]
#print axioms BornOppenheimerOscillators.bo_le_exact_le_adiabatic
-- 'BornOppenheimerOscillators.bo_le_exact_le_adiabatic' depends on axioms: [propext, Classical.choice, Quot.sound]
#print axioms BornOppenheimerOscillators.error_asymptotics
-- 'BornOppenheimerOscillators.error_asymptotics' depends on axioms: [propext, Classical.choice, Quot.sound]
```

`massWeightedHessian`, `exactEnergy`, `boEnergy` and `adiabaticEnergy` are the Hessian, E, EBO and Ead. `relaxed_potential` is the completed square: the minimum of V over x is (b − c²)X²/2, attained at x = −cX.

`exactEnergy_eq` computes the trace and determinant of the Hessian and obtains the closed form of E. `exact_sub_bo` squares it and divides by the positive sum E + EBO. In `bo_le_exact_le_adiabatic`, `generalize` replaces the inner square root by a nonnegative number `s`, and each bound is then a comparison of squares.

In `error_asymptotics`, `hS` shows by continuity that E + EBO → 1, `hK` gives the limit of K, and `h1` is the first limit. The product K(D√ε + √(b − c²)) then has the second limit. The final `linear_combination` verifies that this product equals the scaled adiabatic error for each ε > 0.

## Eigenvalues known only by their sum and product

The proof turns on how `sum_frequencies` handles `h.eigenvalues`. Mathlib obtains these numbers from the spectral theorem for a symmetric matrix, and they come with no explicit formula. The lemma never solves the characteristic equation. It uses `trace_eq_sum_eigenvalues` and `det_eq_prod_eigenvalues`, which give p + q and pq, and the sum of the frequencies depends on nothing else. The order of the eigenvalues is therefore irrelevant.

The inner statement `key` first shows that p and q are positive. If p ≤ 0, a positive sum forces q ≥ 0, and then pq ≤ 0, a contradiction. This step matters because Lean's real square root of a negative number is 0, so an unstable mode would silently vanish from `exactEnergy`.

## Exact for one harmonic model, at every mass ratio

`bo_le_exact_le_adiabatic` holds for all real b, c and ε with b > c² and ε > 0, not only for a heavy second particle. At c = 0 the three energies coincide. `error_asymptotics` keeps b and c fixed, again with b > c², and lets ε approach 0 from above, written `𝓝[>] 0`. It gives limits and no error bar at a given ε; for that, the two-sided bound confines E to an interval of width εc²/4.

The file contains no Hamiltonian and no wavefunction: E enters as half the sum of the normal-mode frequencies and the diagonal correction as the expression εc²/4, so their quantum-mechanical origin rests on the derivation above. Excited levels, anharmonic potentials, more than two modes and crossings of electronic states are not covered. Nor do the theorems say anything about rounding: for very small ε, Ead − E is a difference of nearly equal numbers, and a floating-point test of its scaling will lose digits.
